# Electron-pair hops between finitely many orbitals conserve seniority

I'd like to treat fermion operators as elements of an abstract ring with an adjoint, constrained only by their anticommutation relations, and not as matrices on a chosen Fock space. Pair coupled cluster moves the two electrons of a doubly occupied orbital together into one empty orbital, and this should leave the number of singly occupied orbitals, the seniority, unchanged. Does that follow from the algebra alone, and can it be made rigorous and machine-checked?

## Seniority conservation from the anticommutation relations

Yes. Let $a_{ps}$ annihilate an electron of spin $s$ in orbital $p$, with adjoint $a_{ps}^*$. The assumed relations are $a_{ps}^2=0$, $a_{ps}a_{qs'}+a_{qs'}a_{ps}=0$ and $a_{ps}a_{qs'}^*+a_{qs'}^*a_{ps}=\delta_{pq}\delta_{ss'}$. Set

$$n_{ps}=a_{ps}^*a_{ps},\quad b_p=a_{p\downarrow}a_{p\uparrow},\quad m_p=n_{p\uparrow}-n_{p\downarrow},\quad \Omega=\sum_r m_r^2 .$$

On an occupation-number state, $m_r^2$ is 1 if orbital $r$ is singly occupied and 0 otherwise, so $\Omega$ counts the unpaired electrons.

One rule does most of the work: if $x$ anticommutes with $y$ and $z$, then $xyz=-yxz=yzx$, so $x$ commutes with $yz$. All annihilators anticommute, hence $b_pb_q=b_qb_p$. For a single orbital write $u=a_{p\uparrow}$ and $d=a_{p\downarrow}$. Then $b_p^2=dudu=-d^2u^2=0$.

For $p\ne q$, the factors of $b_p$ anticommute with those of $b_q^*$, so $[b_p,b_q^*]=0$. For $p=q$, $d$ commutes with $n_{p\uparrow}$ and $u$ with $n_{p\downarrow}$, which gives

$$b_pb_p^*=d(uu^*)d^*=d(1-n_{p\uparrow})d^*=(1-n_{p\uparrow})(1-n_{p\downarrow}),$$
$$b_p^*b_p=u^*n_{p\downarrow}u=n_{p\uparrow}n_{p\downarrow}.$$

Subtracting, $[b_p,b_p^*]=1-n_{p\uparrow}-n_{p\downarrow}$.

Next, $n_{p\uparrow}b_p=d\,u^*uu=0$ and $n_{p\downarrow}b_p=d^*ddu=0$, so $m_pb_p=0$. In the other order,

$$b_pn_{p\uparrow}=d\,uu^*u=d(1-u^*u)u=b_p,$$
$$b_pn_{p\downarrow}=d\,n_{p\downarrow}u=(1-d^*d)du=b_p,$$

so $b_pm_p=0$. For $r\ne p$, the rule makes $m_r$ commute with $b_p$. Every $m_r^2$ therefore commutes with $b_p$, and so does $\Omega$. Since $\Omega^*=\Omega$, taking adjoints gives $[\Omega,b_p^*]=0$, and hence $[\Omega,b_p^*b_q]=0$.

Finally, let $T=\sum_{pq}t_{pq}b_p^*b_q$ and $P_m(T)=\sum_{k<m}T^k/k!$. Here $m$ is the number of terms. If a vector $\varphi$ satisfies $\Omega\varphi=s\varphi$, where $s$ is now a seniority and not a spin, then $\Omega P_m(T)\varphi=P_m(T)\Omega\varphi=sP_m(T)\varphi$.

```lean
import Mathlib

open Matrix
open scoped Kronecker

namespace PairSeniority

noncomputable section

/-- The two spin projections of an electron. -/
inductive Spin
  | up
  | down

open Spin

/-- Canonical anticommutation relations for annihilators `a p s` of orbital `p` and spin `s`,
with the adjoint `star` giving the creators. -/
structure CAR {ι R : Type*} [Ring R] [StarRing R] (a : ι → Spin → R) : Prop where
  pauli : ∀ p s, a p s * a p s = 0
  anti : ∀ p s q t, a p s * a q t + a q t * a p s = 0
  star_self : ∀ p s, a p s * star (a p s) + star (a p s) * a p s = 1
  star_ne : ∀ p s q t, p ≠ q ∨ s ≠ t → a p s * star (a q t) + star (a q t) * a p s = 0

variable {ι R : Type*} [Ring R] [StarRing R] {a : ι → Spin → R}

/-- The occupation number operator of a spin-orbital. -/
def num (a : ι → Spin → R) (p : ι) (s : Spin) : R := star (a p s) * a p s

/-- The operator removing an electron pair from orbital `p`. -/
def pair (a : ι → Spin → R) (p : ι) : R := a p down * a p up

/-- The difference of the spin-up and spin-down occupations of orbital `p`. -/
def imbalance (a : ι → Spin → R) (p : ι) : R := num a p up - num a p down

/-- The seniority operator, the sum over orbitals of the squared spin imbalance. -/
def seniority [Fintype ι] (a : ι → Spin → R) : R := ∑ r, imbalance a r ^ 2

omit [StarRing R] in
/-- An operator that anticommutes with two others commutes with their product. -/
theorem commute_of_anti {x y z : R} (hy : x * y + y * x = 0) (hz : x * z + z * x = 0) :
    Commute x (y * z) := by
  change x * (y * z) = y * z * x
  linear_combination (norm := noncomm_ring) hy * z - y * hz

/-- Applying the pair annihilator of an orbital twice in a row gives zero. -/
theorem pair_sq (h : CAR a) (p : ι) : pair a p ^ 2 = 0 := by
  have h1 := h.anti p up p down
  have h2 := h.pauli p down
  rw [pow_two]
  unfold pair
  linear_combination (norm := noncomm_ring) a p down * h1 * a p up - h2 * a p up * a p up

/-- Pair annihilators commute with each other. -/
theorem pair_commute (h : CAR a) (p q : ι) : Commute (pair a p) (pair a q) :=
  (commute_of_anti (h.anti _ _ _ _) (h.anti _ _ _ _)).mul_left
    (commute_of_anti (h.anti _ _ _ _) (h.anti _ _ _ _))

/-- The commutator of a pair annihilator with a pair creator vanishes for different orbitals
and is one minus the total occupation for the same orbital. -/
theorem pair_commutator [DecidableEq ι] (h : CAR a) (p q : ι) :
    pair a p * star (pair a q) - star (pair a q) * pair a p =
      if p = q then 1 - num a p up - num a p down else 0 := by
  by_cases hpq : p = q
  · subst hpq
    rw [if_pos rfl]
    have h1 := h.star_self p up
    have h2 := h.star_self p down
    -- each annihilator commutes with the occupation of the opposite spin
    have c1 := (commute_of_anti (h.star_ne p down p up (Or.inr (by simp)))
      (h.anti p down p up)).eq
    have c2 := (commute_of_anti (h.star_ne p up p down (Or.inr (by simp)))
      (h.anti p up p down)).eq
    unfold pair num
    rw [star_mul]
    linear_combination (norm := noncomm_ring) a p down * h1 * star (a p down)
      - c1 * star (a p down) - star (a p up) * a p up * h2 + h2 + star (a p up) * c2
  · rw [if_neg hpq, sub_eq_zero]
    unfold pair
    rw [star_mul]
    exact ((commute_of_anti (h.star_ne _ _ _ _ (Or.inl hpq))
      (h.star_ne _ _ _ _ (Or.inl hpq))).mul_left
      (commute_of_anti (h.star_ne _ _ _ _ (Or.inl hpq)) (h.star_ne _ _ _ _ (Or.inl hpq)))).eq

/-- The spin imbalance of an orbital gives zero when multiplied, from either side, with the
pair annihilator of that orbital. -/
theorem imbalance_pair (h : CAR a) (p : ι) :
    imbalance a p * pair a p = 0 ∧ pair a p * imbalance a p = 0 := by
  have hu := h.pauli p up
  have hd := h.pauli p down
  have h0 := h.anti p up p down
  have h1 := h.star_self p up
  have h2 := h.star_self p down
  have c2 := (commute_of_anti (h.star_ne p up p down (Or.inr (by simp))) h0).eq
  unfold imbalance pair num
  constructor
  · linear_combination (norm := noncomm_ring) star (a p up) * h0 * a p up
      - star (a p up) * a p down * hu - star (a p down) * hd * a p up
  · linear_combination (norm := noncomm_ring) a p down * h1 * a p up
      - a p down * star (a p up) * hu - a p down * c2 - h2 * a p down * a p up
      + star (a p down) * hd * a p up

/-- The seniority operator commutes with the removal of an electron pair. -/
theorem seniority_commute_pair [Fintype ι] (h : CAR a) (p : ι) :
    Commute (seniority a) (pair a p) := by
  refine Commute.sum_left _ _ _ fun r _ => Commute.pow_left ?_ 2
  by_cases hr : r = p
  · subst hr
    exact (imbalance_pair h r).1.trans (imbalance_pair h r).2.symm
  · -- on different orbitals all factors anticommute
    have hs : ∀ s t, star (a r s) * a p t + a p t * star (a r s) = 0 := fun s t => by
      rw [add_comm]
      exact h.star_ne p t r s (Or.inl (Ne.symm hr))
    have hn : ∀ s, Commute (num a r s) (pair a p) := fun s =>
      (commute_of_anti (hs _ _) (hs _ _)).mul_left
        (commute_of_anti (h.anti _ _ _ _) (h.anti _ _ _ _))
    exact (hn up).sub_left (hn down)

/-- Moving an electron pair from orbital `q` to orbital `p` commutes with the seniority
operator. -/
theorem seniority_commute_pair_hop [Fintype ι] (h : CAR a) (p q : ι) :
    Commute (seniority a) (star (pair a p) * pair a q) := by
  have hself : star (seniority a) = seniority a := by
    simp [seniority, imbalance, num]
  -- the adjoint of the previous relation covers pair creation
  have hs := congrArg star (seniority_commute_pair h p).eq
  rw [star_mul, star_mul, hself] at hs
  exact Commute.mul_right hs.symm (seniority_commute_pair h q)

/-- The pair cluster operator with complex amplitudes `t p q`. -/
def cluster [Fintype ι] [Algebra ℂ R] (a : ι → Spin → R) (t : ι → ι → ℂ) : R :=
  ∑ p, ∑ q, t p q • (star (pair a p) * pair a q)

/-- The Taylor polynomial of the exponential of `T` with `m` terms. -/
def expTaylor [Algebra ℂ R] (m : ℕ) (T : R) : R :=
  ∑ k ∈ Finset.range m, ((k.factorial : ℂ)⁻¹) • T ^ k

/-- If a vector satisfies the eigenvalue equation of the seniority operator with eigenvalue `s`, so
does the vector obtained from it by any Taylor polynomial of the exponential of a pair cluster
operator. -/
theorem pair_cluster_seniority [Fintype ι] [Algebra ℂ R] {V : Type*} [AddCommGroup V]
    [Module R V] (h : CAR a) (t : ι → ι → ℂ) (m s : ℕ) (φ : V)
    (hφ : seniority a • φ = (s : R) • φ) :
    seniority a • (expTaylor m (cluster a t) • φ) =
      (s : R) • (expTaylor m (cluster a t) • φ) := by
  have hT : Commute (seniority a) (cluster a t) :=
    Commute.sum_right _ _ _ fun p _ => Commute.sum_right _ _ _ fun q _ =>
      (seniority_commute_pair_hop h p q).smul_right _
  have hE : Commute (seniority a) (expTaylor m (cluster a t)) :=
    Commute.sum_right _ _ _ fun k _ => (hT.pow_right k).smul_right _
  rw [smul_smul, hE.eq, ← smul_smul, hφ, smul_smul, smul_smul,
    (Nat.cast_commute s (expTaylor m (cluster a t))).eq]

/-- The annihilator of a single mode in the basis empty, occupied. -/
def lower : Matrix (Fin 2) (Fin 2) ℂ := !![0, 1; 0, 0]

/-- The fermion parity of a single mode. -/
def sgn : Matrix (Fin 2) (Fin 2) ℂ := !![1, 0; 0, -1]

/-- Annihilators of a single orbital, the spin-down mode carrying the parity of the spin-up
mode. -/
def site : Spin → Matrix (Fin 2 × Fin 2) (Fin 2 × Fin 2) ℂ
  | up => lower ⊗ₖ 1
  | down => sgn ⊗ₖ lower

/-- The fermion parity of a single orbital. -/
def parity : Matrix (Fin 2 × Fin 2) (Fin 2 × Fin 2) ℂ := sgn ⊗ₖ sgn

/-- Annihilators of two orbitals, the second carrying the parity of the first. -/
def twoOrbital : Bool → Spin →
    Matrix ((Fin 2 × Fin 2) × (Fin 2 × Fin 2)) ((Fin 2 × Fin 2) × (Fin 2 × Fin 2)) ℂ
  | false, s => site s ⊗ₖ 1
  | true, s => parity ⊗ₖ site s

/-- The explicit matrices `twoOrbital` satisfy the canonical anticommutation relations. -/
theorem CAR_witness : CAR twoOrbital := by
  -- relations of a single mode, checked entry by entry
  have lH : lowerᴴ = !![0, 0; 1, 0] := by
    ext i j
    fin_cases i <;> fin_cases j <;> simp [lower]
  have zH : sgnᴴ = sgn := by
    ext i j
    fin_cases i <;> fin_cases j <;> simp [sgn]
  have ll : lower * lower = 0 := by
    ext i j
    fin_cases i <;> fin_cases j <;> simp [lower, Matrix.mul_apply, Fin.sum_univ_succ]
  have zz : sgn * sgn = 1 := by
    ext i j
    fin_cases i <;> fin_cases j <;> simp [sgn, Matrix.mul_apply, Fin.sum_univ_succ]
  have la : lower * lowerᴴ + lowerᴴ * lower = 1 := by
    rw [lH]
    ext i j
    fin_cases i <;> fin_cases j <;> simp [lower]
  have zl : sgn * lower + lower * sgn = 0 := by
    ext i j
    fin_cases i <;> fin_cases j <;> simp [sgn, lower]
  have lz : lower * sgn + sgn * lower = 0 := by rw [add_comm, zl]
  have zd : sgn * lowerᴴ + lowerᴴ * sgn = 0 := by
    rw [lH]
    ext i j
    fin_cases i <;> fin_cases j <;> simp [sgn]
  -- relations of a single orbital
  have sq : ∀ s, site s * site s = 0 := by
    intro s
    cases s <;> simp only [site, ← mul_kronecker_mul, ll, zero_kronecker, kronecker_zero]
  have an : ∀ s t, site s * site t + site t * site s = 0 := by
    intro s t
    cases s <;> cases t <;> simp only [site, ← mul_kronecker_mul, mul_one, one_mul, ll,
      ← add_kronecker, zl, lz, zero_kronecker, kronecker_zero, add_zero]
  have se : ∀ s, site s * (site s)ᴴ + (site s)ᴴ * site s = 1 := by
    intro s
    cases s <;> simp only [site, conjTranspose_kronecker, conjTranspose_one, zH,
      ← mul_kronecker_mul, mul_one, zz, ← add_kronecker, ← kronecker_add, la,
      one_kronecker_one]
  have ne : ∀ s t, s ≠ t → site s * (site t)ᴴ + (site t)ᴴ * site s = 0 := by
    intro s t h
    cases s <;> cases t <;> first
      | exact absurd rfl h
      | simp only [site, conjTranspose_kronecker, conjTranspose_one, zH,
          ← mul_kronecker_mul, mul_one, one_mul, ← add_kronecker, lz, zd, zero_kronecker]
  have pp : parity * parity = 1 := by
    simp only [parity, ← mul_kronecker_mul, zz, one_kronecker_one]
  have ph : parityᴴ = parity := by
    simp only [parity, conjTranspose_kronecker, zH]
  have pc : ∀ s, parity * site s + site s * parity = 0 := by
    intro s
    cases s <;> simp only [site, parity, ← mul_kronecker_mul, mul_one, one_mul, zz,
      ← add_kronecker, ← kronecker_add, zl, zero_kronecker, kronecker_zero]
  have cp : ∀ s, site s * parity + parity * site s = 0 := fun s => by rw [add_comm, pc]
  have pd : ∀ s, parity * (site s)ᴴ + (site s)ᴴ * parity = 0 := fun s => by
    have := congrArg conjTranspose (cp s)
    simpa only [conjTranspose_add, conjTranspose_mul, ph, conjTranspose_zero] using this
  -- products of Kronecker products reduce everything to the single-orbital relations
  refine ⟨?_, ?_, ?_, ?_⟩
  · intro p s
    cases p <;> simp only [twoOrbital, ← mul_kronecker_mul, sq, zero_kronecker, kronecker_zero]
  · intro p s q t
    cases p <;> cases q <;> simp only [twoOrbital, ← mul_kronecker_mul, mul_one, one_mul, pp,
      ← add_kronecker, ← kronecker_add, an, pc, cp, zero_kronecker, kronecker_zero]
  · intro p s
    cases p <;> simp only [twoOrbital, star_eq_conjTranspose, conjTranspose_kronecker,
      conjTranspose_one, ph, ← mul_kronecker_mul, mul_one, pp, ← add_kronecker,
      ← kronecker_add, se, one_kronecker_one]
  · intro p s q t h
    cases p <;> cases q <;> simp only [twoOrbital, star_eq_conjTranspose,
      conjTranspose_kronecker, conjTranspose_one, ph, ← mul_kronecker_mul, mul_one, one_mul,
      pp, ← add_kronecker, ← kronecker_add, cp, pd, zero_kronecker]
    · rw [ne s t (by simpa using h), zero_kronecker]
    · rw [ne s t (by simpa using h), kronecker_zero]

end

end PairSeniority
```

```lean
#print axioms PairSeniority.pair_commute
-- 'PairSeniority.pair_commute' depends on axioms: [propext]
#print axioms PairSeniority.pair_commutator
-- 'PairSeniority.pair_commutator' depends on axioms: [propext]
#print axioms PairSeniority.seniority_commute_pair_hop
-- 'PairSeniority.seniority_commute_pair_hop' depends on axioms: [propext, Classical.choice, Quot.sound]
#print axioms PairSeniority.pair_cluster_seniority
-- 'PairSeniority.pair_cluster_seniority' depends on axioms: [propext, Classical.choice, Quot.sound]
```

## What the Lean statements say

`R` is any ring with an adjoint `star`, `ι` labels the spatial orbitals, and `CAR a` collects the assumed relations. These encode Fermi statistics for orthonormal spin-orbitals. The condition `pauli` is separate because anticommutation alone gives only $2a_{ps}^2=0$, and a general ring may not allow division by 2. The local identities hold for any `ι`; `seniority` needs finitely many orbitals.

In `pair_cluster_seniority`, `R` is also a complex algebra acting on a module `V`. Hypothesis and conclusion are eigenvalue equations, which the zero vector also satisfies; the output can be zero, as it is for `m = 0`. The theorem treats Taylor polynomials, not a convergent exponential, and involves neither a Hamiltonian nor amplitude equations.

`CAR_witness` shows that the assumptions can be met, using explicit $16\times16$ matrices for two orbitals.

## How the proof follows the algebra

`commute_of_anti` is the rule above. In `pair_sq`, `pair_commutator` and `imbalance_pair`, `linear_combination` multiplies known relations by operators on the left and right, and `noncomm_ring` checks the resulting identity without reordering factors.

`seniority_commute_pair` treats the sum term by term, with separate cases for `r = p` and `r ≠ p`. `seniority_commute_pair_hop` applies `star` to obtain the creation case, and the cluster theorem extends commutation through sums, scalar multiples and powers. For the witness, parity matrices supply the signs between modes, and Kronecker-product identities reduce the relations to $2\times2$ checks.

## Pair hops in a pair coupled-cluster code

In pair coupled cluster doubles, $t_{pq}$ is nonzero only for $q$ occupied and $p$ empty in a closed-shell reference. The series for $e^T$ then terminates, because no orbital can be emptied or filled twice.

Within this pair-only ansatz, a code can store one bit per orbital, empty or doubly occupied. For $p\ne q$, a hop from $q$ to $p$ gives zero unless bit $q$ is set and bit $p$ is clear. In that case it clears bit $q$ and sets bit $p$. No fermionic sign arises if each stored state is a product of pair creators $b_r^*$ acting on the vacuum, since pair operators on different orbitals commute. In a code that stores general determinants, an open-shell one in the expansion of $e^T$ acting on the closed-shell reference signals a bug. A general molecular Hamiltonian does break pairs, so its exact eigenstates usually mix seniorities.
